# The deficit of BCS states relative to the normal state vanishes as the energy cutoff grows

Let $D>0$ be the gap of a BCS superconductor, taken as constant and isotropic, let the energy $E$ be measured from the Fermi level, and let densities of states be given in units of the constant normal-state density, so that the superconducting density is $\rho_D(E)=|E|/\sqrt{E^2-D^2}$ for $|E|>D$ and zero otherwise. For a cutoff energy $W$, the count $N_D(W)=\int_0^W\rho_D(E)\,dE$ is compared with the normal-state count $W$ through the deficit $\delta_D(W)=W-N_D(W)$.

```lean
import Mathlib

open Filter Topology MeasureTheory

namespace SuperconductingDOS

noncomputable section

/-- Superconducting density of states at energy `E` from the Fermi level, for gap `D`,
in units of the normal-state density; it vanishes inside the gap. -/
def bcsDOS (D E : ℝ) : ℝ :=
  if D < |E| then |E| / √(E ^ 2 - D ^ 2) else 0

/-- Number of superconducting states with energy between `0` and the cutoff `W`. -/
def stateCount (D W : ℝ) : ℝ := ∫ E in (0 : ℝ)..W, bcsDOS D E

/-- Normal-state count (constant density `1`) minus superconducting count,
both up to the cutoff `W`. -/
def deficit (D W : ℝ) : ℝ := (∫ _E in (0 : ℝ)..W, (1 : ℝ)) - stateCount D W

/-- The density of states is nowhere negative. -/
theorem bcsDOS_nonneg (D E : ℝ) : 0 ≤ bcsDOS D E := by
  unfold bcsDOS
  split_ifs <;> positivity

/-- Above the gap, the density of states is the energy derivative of `√(E² - D²)`. -/
theorem hasDerivAt_count {D E : ℝ} (hD : 0 ≤ D) (hE : D < E) :
    HasDerivAt (fun x : ℝ => √(x ^ 2 - D ^ 2)) (bcsDOS D E) E := by
  have hE0 : 0 < E := lt_of_le_of_lt hD hE
  have hpos : 0 < E ^ 2 - D ^ 2 := by nlinarith
  have h1 : HasDerivAt (fun x : ℝ => x ^ 2 - D ^ 2) (2 * E) E :=
    ((hasDerivAt_pow 2 E).sub_const (D ^ 2)).congr_deriv (by norm_num)
  have hb : bcsDOS D E = E / √(E ^ 2 - D ^ 2) := by
    unfold bcsDOS
    rw [abs_of_pos hE0, if_pos hE]
  rw [hb]
  exact (h1.sqrt hpos.ne').congr_deriv (mul_div_mul_left _ _ two_ne_zero)

/-- In an energy window from `a` to `W` above the gap, which may start at the gap edge, the
density of states is integrable and the count is `√(W² - D²) - √(a² - D²)`. -/
theorem window_count {D a W : ℝ} (hD : 0 ≤ D) (ha : D ≤ a) (haW : a ≤ W) :
    IntervalIntegrable (bcsDOS D) volume a W ∧
      (∫ E in a..W, bcsDOS D E) = √(W ^ 2 - D ^ 2) - √(a ^ 2 - D ^ 2) := by
  have hc : Continuous (fun x : ℝ => √(x ^ 2 - D ^ 2)) := by fun_prop
  -- a nonnegative derivative of a continuous function is integrable up to the edge
  have hint : IntervalIntegrable (bcsDOS D) volume a W := by
    refine intervalIntegral.intervalIntegrable_deriv_of_nonneg hc.continuousOn
      (fun x hx => ?_) (fun x _ => bcsDOS_nonneg D x)
    rw [min_eq_left haW] at hx
    exact hasDerivAt_count hD (lt_of_le_of_lt ha hx.1)
  exact ⟨hint, intervalIntegral.integral_eq_sub_of_hasDerivAt_of_le haW hc.continuousOn
    (fun x hx => hasDerivAt_count hD (lt_of_le_of_lt ha hx.1)) hint⟩

/-- The energy range from `0` to the gap edge `D` contains no superconducting states. -/
theorem gap_count {D : ℝ} (hD : 0 ≤ D) :
    IntervalIntegrable (bcsDOS D) volume 0 D ∧ (∫ E in (0 : ℝ)..D, bcsDOS D E) = 0 := by
  have hc : Continuous (fun _ : ℝ => (0 : ℝ)) := continuous_const
  have hder : ∀ x ∈ Set.Ioo 0 D, HasDerivAt (fun _ : ℝ => (0 : ℝ)) (bcsDOS D x) x := by
    intro x hx
    have hz : bcsDOS D x = 0 := by
      unfold bcsDOS
      rw [abs_of_pos hx.1, if_neg (not_lt_of_ge hx.2.le)]
    rw [hz]
    exact hasDerivAt_const x (0 : ℝ)
  have hint : IntervalIntegrable (bcsDOS D) volume 0 D := by
    refine intervalIntegral.intervalIntegrable_deriv_of_nonneg hc.continuousOn
      (fun x hx => ?_) (fun x _ => bcsDOS_nonneg D x)
    rw [min_eq_left hD, max_eq_right hD] at hx
    exact hder x hx
  exact ⟨hint, (intervalIntegral.integral_eq_sub_of_hasDerivAt_of_le hD hc.continuousOn
    hder hint).trans (sub_self (0 : ℝ))⟩

/-- Up to a cutoff `W` at or above the gap edge, the density of states is integrable and the
superconductor has `√(W² - D²)` states. -/
theorem stateCount_eq {D W : ℝ} (hD : 0 ≤ D) (hW : D ≤ W) :
    IntervalIntegrable (bcsDOS D) volume 0 W ∧ stateCount D W = √(W ^ 2 - D ^ 2) := by
  obtain ⟨i1, e1⟩ := gap_count hD
  obtain ⟨i2, e2⟩ := window_count hD le_rfl hW
  refine ⟨i1.trans i2, ?_⟩
  unfold stateCount
  rw [← intervalIntegral.integral_add_adjacent_intervals i1 i2, e1, e2]
  simp

/-- For a cutoff `W` at or above the gap edge, the deficit of states is `W - √(W² - D²)`. -/
theorem deficit_eq {D W : ℝ} (hD : 0 ≤ D) (hW : D ≤ W) :
    deficit D W = W - √(W ^ 2 - D ^ 2) := by
  unfold deficit
  rw [(stateCount_eq hD hW).2]
  simp

/-- For a gap `D > 0` and a cutoff `W` at or above the gap edge, the deficit lies between `D² /
(2W)` and `D² / W`. -/
theorem deficit_bounds {D W : ℝ} (hD : 0 < D) (hW : D ≤ W) :
    D ^ 2 / (2 * W) ≤ deficit D W ∧ deficit D W ≤ D ^ 2 / W := by
  have hW0 : 0 < W := lt_of_lt_of_le hD hW
  have hs0 := Real.sqrt_nonneg (W ^ 2 - D ^ 2)
  have hs2 : √(W ^ 2 - D ^ 2) ^ 2 = W ^ 2 - D ^ 2 := Real.sq_sqrt (by nlinarith)
  have hsW : √(W ^ 2 - D ^ 2) ≤ W :=
    Real.sqrt_le_iff.mpr ⟨hW0.le, by nlinarith [sq_nonneg D]⟩
  rw [deficit_eq hD.le hW]
  constructor
  · rw [div_le_iff₀ (by positivity)]
    nlinarith [sq_nonneg (W - √(W ^ 2 - D ^ 2))]
  · rw [le_div_iff₀ hW0]
    nlinarith [mul_nonneg hs0 (sub_nonneg.mpr hsW)]

/-- Conservation of states: for every cutoff `W` above the gap `D > 0` the density of states is
integrable, the count is `√(W² - D²)` and falls short of the normal-state count, and the
deficit tends to zero as the cutoff grows. -/
theorem dos_conservation {D : ℝ} (hD : 0 < D) :
    (∀ W, D < W → IntervalIntegrable (bcsDOS D) volume 0 W ∧
      stateCount D W = √(W ^ 2 - D ^ 2) ∧ 0 < deficit D W) ∧
    Tendsto (deficit D) atTop (𝓝 0) := by
  have hpos : ∀ W, D ≤ W → 0 < deficit D W := fun W hW => by
    have hW0 : 0 < W := lt_of_lt_of_le hD hW
    exact lt_of_lt_of_le (by positivity) (deficit_bounds hD hW).1
  refine ⟨fun W hW => ⟨(stateCount_eq hD.le hW.le).1, (stateCount_eq hD.le hW.le).2,
    hpos W hW.le⟩, ?_⟩
  -- squeeze the deficit between 0 and D² / W
  have hlim : Tendsto (fun W : ℝ => D ^ 2 / W) atTop (𝓝 0) :=
    tendsto_const_nhds.div_atTop tendsto_id
  refine squeeze_zero' ?_ ?_ hlim
  · filter_upwards [eventually_ge_atTop D] with W hW using (hpos W hW).le
  · filter_upwards [eventually_ge_atTop D] with W hW using (deficit_bounds hD hW).2

/-- The cutoff times the deficit tends to `D² / 2` as the cutoff grows. -/
theorem deficit_rate {D : ℝ} (hD : 0 < D) :
    Tendsto (fun W => W * deficit D W) atTop (𝓝 (D ^ 2 / 2)) := by
  have h := (dos_conservation hD).2
  have h2 : Tendsto (fun W => (D ^ 2 + deficit D W ^ 2) / 2) atTop
      (𝓝 ((D ^ 2 + 0 ^ 2) / 2)) := (tendsto_const_nhds.add (h.pow 2)).div_const 2
  have h3 : (D ^ 2 + 0 ^ 2) / 2 = D ^ 2 / 2 := by ring
  rw [h3] at h2
  refine h2.congr' ?_
  -- the deficit d obeys the exact relation 2 W d = D² + d²
  filter_upwards [eventually_ge_atTop D] with W hW
  have hs2 : √(W ^ 2 - D ^ 2) ^ 2 = W ^ 2 - D ^ 2 := Real.sq_sqrt (by nlinarith)
  rw [deficit_eq hD.le hW]
  linear_combination hs2 / 2

/-- The excess of superconducting over normal states between the gap edge and the cutoff tends
to `D`, the number of normal states between `0` and the gap edge. -/
theorem pileup_excess {D : ℝ} (hD : 0 < D) :
    Tendsto (fun W => ∫ E in D..W, (bcsDOS D E - 1)) atTop (𝓝 D) := by
  have h : Tendsto (fun W => D - deficit D W) atTop (𝓝 (D - 0)) :=
    tendsto_const_nhds.sub (dos_conservation hD).2
  rw [sub_zero] at h
  refine h.congr' ?_
  filter_upwards [eventually_ge_atTop D] with W hW
  obtain ⟨hi, he⟩ := window_count hD.le le_rfl hW
  rw [intervalIntegral.integral_sub hi intervalIntegrable_const, he, deficit_eq hD.le hW,
    intervalIntegral.integral_const, sub_self, Real.sqrt_zero, smul_eq_mul]
  ring

end

end SuperconductingDOS
```

```lean
#print axioms SuperconductingDOS.deficit_rate
#print axioms SuperconductingDOS.pileup_excess
```

```
'SuperconductingDOS.deficit_rate' depends on axioms: [propext, Classical.choice, Quot.sound]
'SuperconductingDOS.pileup_excess' depends on axioms: [propext, Classical.choice, Quot.sound]
```

## Density, count and deficit as Lean objects

The function $\rho_D(E)$ is `bcsDOS D E`, the count $N_D(W)$ is `stateCount D W`, and the deficit $\delta_D(W)$ is `deficit D W`. All arguments and values are real numbers. The gap is written into the density as a case distinction, and at the edge $|E|=D$ the density is assigned the value zero. A single point contributes nothing to an integral, so this choice doesn't affect any count.

The normal-state count enters `deficit` as the integral of the constant density 1, not as the number $W$. Its value, $W$, is then computed in `deficit_eq`.

The main theorem, `dos_conservation`, assumes only $D>0$. Its first part says that for every $W>D$ three things are true:

- the density is integrable on $[0,W]$, in spite of its divergence at the gap edge;
- the count is $N_D(W)=\sqrt{W^2-D^2}$;
- the deficit $\delta_D(W)$ is strictly positive.

Its second part, `Tendsto (deficit D) atTop (𝓝 0)`, says that $\delta_D(W)\to0$ as $W\to\infty$ at fixed $D$.

The integral is a Lebesgue integral, and Lean gives the value zero to the integral of a function that isn't integrable, which is why integrability is stated along with the count. Since the density is nonnegative, the result agrees with the improper integral obtained by starting at some $a>D$ and letting $a$ decrease to $D$.

Two further theorems sharpen the picture. `deficit_rate` says that $W\,\delta_D(W)\to D^2/2$, which fixes the leading decay of the deficit. `pileup_excess` says that
$$\int_D^W\bigl(\rho_D(E)-1\bigr)\,dE\;\to\;D .$$
The surplus of states above the gap edge therefore approaches the number of normal states between $0$ and $D$.

## States displaced by the gap

The density $\rho_D$ is that of BCS quasiparticles with a single, isotropic gap. It corresponds to the dispersion $E=\sqrt{\xi^2+D^2}$, where $\xi$ is the energy of the normal-state electron relative to the Fermi level: for the levels with $\xi>0$, a uniform density in $\xi$ becomes the density $d\xi/dE=E/\sqrt{E^2-D^2}$ in $E$. The Lean code takes this density as its definition and doesn't derive it from a Hamiltonian. The gap $D$ is likewise a given number; in a phonon-mediated superconductor it would come from the pairing interaction through a gap equation.

In this picture the gap pushes levels up in energy and destroys none. Those that would have been found below $D$ accumulate above the edge. At a finite cutoff the balance is not exact, because some levels have been pushed past $W$, and these make up the positive deficit. Conservation is recovered in the limit.

For a computed or measured superconducting spectrum that is truncated at an energy $W$ well above the gap, the result gives the missing weight to expect, about $D^2/(2W)$ times the normal-state density on the positive-energy side, provided that the constant-gap, unbroadened density with a flat normal background is adequate.

The model has no lifetime broadening, no anisotropy and no energy dependence of the gap, such as strong electron-phonon coupling produces. The limit $W\to\infty$ also idealises the normal metal as having a constant density of states over an unlimited range of energy. Only energies from $0$ upwards are counted.

## The count in a window above the gap

For $E>D$ the chain rule gives
$$\frac{d}{dE}\sqrt{E^2-D^2}=\frac{2E}{2\sqrt{E^2-D^2}}=\frac{E}{\sqrt{E^2-D^2}}=\rho_D(E).$$
For a window from $a$ to $W$ with $D<a\le W$, the fundamental theorem of calculus yields
$$\int_a^W\rho_D(E)\,dE=\sqrt{W^2-D^2}-\sqrt{a^2-D^2}.$$
Now let $a$ decrease to $D$. The integrand is nonnegative and the integrals stay below $\sqrt{W^2-D^2}$, so the density is integrable up to the edge. The last square root tends to zero, and therefore
$$\int_D^W\rho_D(E)\,dE=\sqrt{W^2-D^2}.$$

In Lean, `hasDerivAt_count` is the derivative. It first checks that $E^2-D^2>0$, so that the square root is differentiable there, then selects the branch of `bcsDOS` above the gap and cancels the factor 2.

The lemma `window_count` treats all windows with $D\le a\le W$ at once, including those that start at the edge. It replaces the limit $a\to D$ by a theorem of Mathlib, `intervalIntegral.intervalIntegrable_deriv_of_nonneg`: if a function is continuous on a closed interval and has a nonnegative derivative in the interior, that derivative is integrable. Nonnegativity is supplied by `bcsDOS_nonneg`. The version of the fundamental theorem used next also asks for the derivative only in the open interval, so the divergence at $E=D$ does no harm.

## Adding the empty gap

Between $0$ and $D$ the density is zero, and so is its integral. Together with the window from $D$ to $W$ this gives, for $W\ge D$,
$$N_D(W)=0+\sqrt{W^2-D^2},\qquad \delta_D(W)=W-\sqrt{W^2-D^2}.$$

The lemma `gap_count` proves the first statement by the same route as before, with the constant function 0 as antiderivative. `stateCount_eq` joins the two adjacent intervals, and `deficit_eq` subtracts the result from the normal count. These lemmas need only $D\ge0$. At $D=0$ the deficit is zero for every $W\ge0$, which is why strict positivity requires $D>0$.

## Bounds on the deficit and its limit

Write $s=\sqrt{W^2-D^2}$ and $\delta=\delta_D(W)=W-s$, with $W\ge D>0$. Since $s^2=W^2-D^2$,
$$(W-s)(W+s)=W^2-s^2=D^2,\qquad\text{so}\qquad \delta=\frac{D^2}{W+s}.$$
From $0\le s\le W$ it follows that $W\le W+s\le 2W$, and hence
$$\frac{D^2}{2W}\le\delta\le\frac{D^2}{W}.$$
The lower bound is positive, so the deficit is positive. The upper bound tends to zero as $W$ grows, and takes the deficit with it. At the smallest cutoff, $W=D$, the deficit is $D$ and the upper bound is attained.

`deficit_bounds` reaches the same two inequalities without the quotient $D^2/(W+s)$. It multiplies out the denominators and gives `nlinarith` one product for each side. For the lower bound the product is
$$0\le(W-s)^2=2W(W-s)-D^2,$$
and for the upper bound it is
$$0\le s(W-s)=D^2-W(W-s).$$
Both identities use $s^2=W^2-D^2$, which is recorded as `hs2`.

The proof of `dos_conservation` then collects the parts. Positivity comes from the lower bound, and the limit comes from squeezing the deficit between $0$ and $D^2/W$ with `squeeze_zero'`. The bounds are available only for $W\ge D$, which is enough for a limit at infinity; `eventually_ge_atTop D` expresses this restriction.

## The leading rate

Substituting $s=W-\delta$ into $s^2=W^2-D^2$ gives
$$W^2-2W\delta+\delta^2=W^2-D^2,\qquad\text{that is,}\qquad W\delta=\frac{D^2+\delta^2}{2}.$$
This relation is exact for every $W\ge D$. Because $\delta\to0$, the right-hand side tends to $D^2/2$, and so does $W\delta$.

`deficit_rate` follows this argument in reverse order. It first finds the limit of $(D^2+\delta^2)/2$ from the limit of the deficit, and then shows that this expression equals $W\delta$ for all $W\ge D$. The closing step, `linear_combination hs2 / 2`, verifies the exact relation from half of the identity $s^2=W^2-D^2$.

## The surplus above the gap edge

For $W\ge D$ the normal state has $W-D$ states between the gap edge and the cutoff, while the superconductor has $\sqrt{W^2-D^2}$. The surplus is
$$\int_D^W\bigl(\rho_D(E)-1\bigr)\,dE=\sqrt{W^2-D^2}-(W-D)=D-\delta_D(W),$$
and it tends to $D$ because the deficit tends to zero. At every finite cutoff $W\ge D$ it is smaller than $D$ by exactly the deficit.

In `pileup_excess` the integral of the difference is split into a difference of integrals. This requires both integrands to be integrable; for the superconducting density that is the first half of `window_count` with $a=D$. The second half supplies the value of its integral, and the remaining algebra identifies the surplus with $D-\delta_D(W)$, whose limit is already known.
